# A finite potential with nonzero slope at the nucleus leaves a third-order kink in any s orbital nonzero there

## An error linear in the distance

Replace the Coulomb attraction of a nucleus by a core potential $V(r)$ that stays finite at $r=0$. The usual cusp disappears, and one may then fit an s orbital $\psi(r)$ by even powers of $r$ alone, as if it were smooth. If $V$ has a nonzero slope at the nucleus and $\psi(0)\neq0$, the local energy $-\tfrac12\nabla^2\psi/\psi+V$ of such a fit keeps that slope. Its kinetic part is even in $r$ and cannot cancel a linear term, whereas an exact eigenstate has constant local energy.

The missing piece is a term in $r^3$, whose coefficient the Schrödinger equation fixes. For one electron in a local, spherical, finite potential, this gives the short-range term that removes the linear error from the local energy of a trial orbital in quantum Monte Carlo.

## The relation between the two slopes

In atomic units, let $\psi$ solve the radial equation in $D$ dimensions with energy $E$,

$$-\tfrac12\Big(\psi''+\frac{D-1}{r}\psi'\Big)+V\psi=E\psi,\qquad 0<r<R,$$

with $\psi'(0)=0$. Write $v=V'(0)$ and $k=\psi'''(0)$ for the one-sided derivatives at the nucleus, assumed to exist. Then

$$(D+1)\,k=4v\,\psi(0),\qquad\text{so}\qquad \psi'''(0)=V'(0)\,\psi(0)\ \text{ for } D=3.$$

If $v$ and $\psi(0)$ are both nonzero and $D\ge1$, the orbital $x\mapsto\psi(\|x\|)$ is not three times continuously differentiable at the nucleus.

## Two orders of the radial equation

Write the equation as $\psi''+(D-1)\psi'/r=2(V-E)\psi$. Since $\psi'(0)=0$, the quotient $\psi'(r)/r$ tends to $\psi''(0)$, and the limit $r\to0$ gives

$$D\,\psi''(0)=2(V(0)-E)\,\psi(0).$$

For the next order, start from $\psi''(r)=\psi''(0)+kr+o(r)$. The remainder $\rho(r)=\psi'(r)-\psi''(0)r-\tfrac12kr^2$ vanishes at $0$ and has $\rho'(s)=o(s)$, so the mean value inequality gives $\rho(r)=o(r^2)$. Hence

$$\frac{\psi'(r)}{r}=\psi''(0)+\tfrac12kr+o(r).$$

The left side of the equation therefore has slope $k+\tfrac12(D-1)k=\tfrac12(D+1)k$ at the nucleus. The right side has slope $2v\psi(0)+2(V(0)-E)\psi'(0)=2v\psi(0)$. Equating the two gives the relation.

## The cut through the nucleus

Along a line through the nucleus the orbital is the even function $g(t)=\psi(|t|)$. Suppose $g$ is three times continuously differentiable at $0$. For small $t>0$ we have $g''(t)=\psi''(t)$, so by continuity $g''(0)=\psi''(0)$, and the difference quotients from the right give $g'''(0)=k$. But the third derivative of an even function is odd, so $g'''(0)=0$ and $k=0$. This contradicts the relation when $v\psi(0)\neq0$. An orbital smooth in space would also be smooth along the line, so it has the kink too.

## A case in numbers

Take $D=3$, $E=0$, $\psi=1+r^3$ and $V=6r/(1+r^3)$ on $[0,1]$. At $r=0.1$, $\psi''=0.6$ and $2\psi'/r=0.6$, so the kinetic term is $-0.6$. The potential is $0.6/1.001\approx0.5994$, and $V\psi=0.6$ cancels it. At the nucleus $\psi'''(0)=6=V'(0)\psi(0)$. Without its cubic term the orbital is constant, and its local energy at $r=0.1$ is $0.5994$ instead of $0$.

Normalised over the unit ball, the orbital has $\psi(0)\approx0.320$ and $\psi'''(0)\approx1.92$; the ratio is still $6$.

## What the Lean statement says

The structure `SWave D R E V ψ ψ₁ ψ₂` says that the real functions `ψ₁` and `ψ₂` are the first and second derivatives of `ψ` on $[0,R]$, one-sided at the ends, and that the radial equation holds for $0<r<R$. It imposes neither normalisation nor a boundary condition at $R$.

The hypotheses `hV` and `hk` give `V` the slope `v` and `ψ₂` the slope `k` at $0$. Here `k` is a third derivative, not a wave number. These one-sided conditions are weaker than $V\in C^1$ and $\psi\in C^3$, and `hV` excludes a Coulomb singularity. The condition `ψ₁ 0 = 0` stands for the absence of a first-order cusp; in one dimension it selects the even solutions.

In `orbital_kink`, space is `EuclideanSpace ℝ (Fin D)` and smoothness is `ContDiffAt ℝ 3`. The reduction of the Schrödinger equation in space to the radial equation is taken as the starting point. Nonlocal core potentials and electron–electron terms do not enter.

```lean
import Mathlib

open Set Filter Topology

namespace NuclearThirdOrderKink

variable {D : ℕ} {R E v k : ℝ} {V ψ ψ₁ ψ₂ : ℝ → ℝ}

/-- An s-wave `ψ` in `D` dimensions with first and second radial derivatives `ψ₁`, `ψ₂` on
`[0, R]`, solving the radial Schrödinger equation (atomic units) for `0 < r < R`. -/
structure SWave (D : ℕ) (R E : ℝ) (V ψ ψ₁ ψ₂ : ℝ → ℝ) : Prop where
  deriv_one : ∀ r ∈ Icc 0 R, HasDerivWithinAt ψ (ψ₁ r) (Icc 0 R) r
  deriv_two : ∀ r ∈ Icc 0 R, HasDerivWithinAt ψ₁ (ψ₂ r) (Icc 0 R) r
  schrodinger : ∀ r ∈ Ioo 0 R,
    -(1 / 2) * (ψ₂ r + ((D : ℝ) - 1) / r * ψ₁ r) + V r * ψ r = E * ψ r

/-- The nucleus can be approached through positive radii below `R > 0`. -/
theorem neBot_radii (hR : 0 < R) : (𝓝[Ioo 0 R] (0 : ℝ)).NeBot := by
  apply mem_closure_iff_nhdsWithin_neBot.1
  rw [closure_Ioo hR.ne]
  exact left_mem_Icc.2 hR.le

/-- A one-sided derivative at the nucleus is the limit of difference quotients. -/
theorem slope_tendsto {f : ℝ → ℝ} (h : HasDerivWithinAt f k (Icc 0 R) 0) :
    Tendsto (fun r => (f r - f 0) / r) (𝓝[Ioo 0 R] 0) (𝓝 k) := by
  have h0 : (0 : ℝ) ∉ Ioo 0 R := fun h => lt_irrefl _ h.1
  have h1 := (hasDerivWithinAt_iff_tendsto_slope' h0).1 (h.mono Ioo_subset_Icc_self)
  refine h1.congr fun r => ?_
  rw [slope_def_field, sub_zero]

/-- If `f' = g` on `[0, R]` and `g` has one-sided slope `k` at `0`, then
`f r = f 0 + g 0 r + k r² / 2 + o(r²)` as `r` tends to `0` from above. -/
theorem quadratic_expansion {f g : ℝ → ℝ}
    (hf : ∀ r ∈ Icc 0 R, HasDerivWithinAt f (g r) (Icc 0 R) r)
    (hg : HasDerivWithinAt g k (Icc 0 R) 0) :
    Tendsto (fun r => (f r - f 0 - g 0 * r) / r ^ 2) (𝓝[Ioo 0 R] 0) (𝓝 (k / 2)) := by
  refine Metric.tendsto_nhdsWithin_nhds.2 fun ε hε => ?_
  obtain ⟨δ, hδ, H⟩ := Metric.tendsto_nhdsWithin_nhds.1 (slope_tendsto hg) (ε / 2) (half_pos hε)
  refine ⟨δ, hδ, fun r hr hrd => ?_⟩
  have hr0 : 0 < r := hr.1
  have hr2 : 0 < r ^ 2 := by positivity
  rw [Real.dist_eq, sub_zero, abs_of_pos hr0] at hrd
  -- the derivative of the remainder is small compared with `r`
  have hb : ∀ s ∈ Icc 0 r, ‖g s - (g 0 + k * s)‖ ≤ ε / 2 * r := by
    intro s hs
    rcases hs.1.eq_or_lt with h | h
    · rw [← h, show g 0 - (g 0 + k * 0) = 0 by ring, norm_zero]
      positivity
    · have h1 := H (x := s) ⟨h, hs.2.trans_lt hr.2⟩
        (by rw [Real.dist_eq, sub_zero, abs_of_pos h]; exact hs.2.trans_lt hrd)
      rw [Real.dist_eq] at h1
      have h2 : g s - (g 0 + k * s) = ((g s - g 0) / s - k) * s := by
        rw [sub_mul, div_mul_cancel₀ _ h.ne']; ring
      rw [h2, norm_mul, Real.norm_eq_abs, Real.norm_eq_abs, abs_of_pos h]
      exact mul_le_mul h1.le hs.2 h.le (by positivity)
  have hd : ∀ s ∈ Icc 0 r, HasDerivWithinAt (fun s => f s - (g 0 * s + k * (s * s) / 2))
      (g s - (g 0 + k * s)) (Icc 0 r) s := by
    intro s hs
    have h1 := (hf s ⟨hs.1, hs.2.trans hr.2.le⟩).mono (Icc_subset_Icc_right hr.2.le)
    have h2 : HasDerivAt (fun s : ℝ => g 0 * s + k * (s * s) / 2) (g 0 + k * s) s :=
      (((hasDerivAt_id' s).const_mul (g 0)).add
        ((((hasDerivAt_id' s).mul (hasDerivAt_id' s)).const_mul k).div_const 2)).congr_deriv
        (by ring)
    exact h1.sub h2.hasDerivWithinAt
  -- the mean value inequality bounds the remainder itself
  have hm := Convex.norm_image_sub_le_of_norm_hasDerivWithin_le hd hb (convex_Icc 0 r)
    (left_mem_Icc.2 hr0.le) (right_mem_Icc.2 hr0.le)
  simp only [Real.norm_eq_abs, sub_zero, abs_of_pos hr0] at hm
  have e : (f r - f 0 - g 0 * r) / r ^ 2 - k / 2 = (f r - (g 0 * r + k * (r * r) / 2) -
      (f 0 - (g 0 * 0 + k * (0 * 0) / 2))) / r ^ 2 := by
    rw [eq_div_iff hr2.ne', sub_mul, div_mul_cancel₀ _ hr2.ne']; ring
  rw [Real.dist_eq, e, abs_div, abs_of_pos hr2, div_lt_iff₀ hr2]
  refine lt_of_le_of_lt (by simpa using hm) (?_ : ε / 2 * r * r < ε * r ^ 2)
  nlinarith [mul_pos hε hr2]

/-- Leading order at the nucleus: if an s-wave `ψ` in `D` dimensions has `ψ'(0) = 0`, and `V` and
`ψ''` are continuous from the right at `0`, then `D ψ''(0) = 2 (V(0) - E) ψ(0)`. -/
theorem second_deriv_at_nucleus (h : SWave D R E V ψ ψ₁ ψ₂) (hR : 0 < R) (h0 : ψ₁ 0 = 0)
    (hV : ContinuousWithinAt V (Icc 0 R) 0) (h2 : ContinuousWithinAt ψ₂ (Icc 0 R) 0) :
    D * ψ₂ 0 = 2 * ((V 0 - E) * ψ 0) := by
  have := neBot_radii hR
  have hz : (0 : ℝ) ∈ Icc 0 R := left_mem_Icc.2 hR.le
  have hle := nhdsWithin_mono (0 : ℝ) (Ioo_subset_Icc_self (a := (0 : ℝ)) (b := R))
  have a := (((hV.tendsto.sub_const E).mul
    (h.deriv_one 0 hz).continuousWithinAt.tendsto).const_mul 2).mono_left hle
  have b := (h2.tendsto.mono_left hle).add
    ((slope_tendsto (h.deriv_two 0 hz)).const_mul ((D : ℝ) - 1))
  have hab := tendsto_nhds_unique b (a.congr' (by
    filter_upwards [self_mem_nhdsWithin] with r hr
    rw [h0, sub_zero]
    linear_combination 2 * h.schrodinger r hr))
  linear_combination hab

/-- For an s-wave in `D` dimensions with `ψ'(0) = 0`, the one-sided third derivative `k` of `ψ`
and the slope `v` of the potential at the nucleus obey `(D + 1) k = 4 v ψ(0)`. -/
theorem third_deriv_at_nucleus (h : SWave D R E V ψ ψ₁ ψ₂) (hR : 0 < R) (h0 : ψ₁ 0 = 0)
    (hV : HasDerivWithinAt V v (Icc 0 R) 0) (hk : HasDerivWithinAt ψ₂ k (Icc 0 R) 0) :
    ((D : ℝ) + 1) * k = 4 * (v * ψ 0) := by
  have := neBot_radii hR
  have hb := second_deriv_at_nucleus h hR h0 hV.continuousWithinAt hk.continuousWithinAt
  have hq : HasDerivWithinAt (fun r => 2 * ((V r - E) * ψ r)) (2 * (v * ψ 0)) (Icc 0 R) 0 :=
    (((hV.sub_const E).mul (h.deriv_one 0 (left_mem_Icc.2 hR.le))).const_mul 2).congr_deriv
      (by simp [h0])
  have s := (slope_tendsto hk).add
    ((quadratic_expansion h.deriv_two hk).const_mul ((D : ℝ) - 1))
  -- subtract the leading order from the equation and divide by `r`
  have hs := tendsto_nhds_unique s ((slope_tendsto hq).congr' (by
    filter_upwards [self_mem_nhdsWithin] with r hr
    have hne : r ≠ 0 := hr.1.ne'
    have e : (ψ₁ r - ψ₁ 0 - ψ₂ 0 * r) / r ^ 2 = (ψ₁ r / r - ψ₂ 0) / r := by
      rw [h0, sub_zero, div_eq_div_iff (pow_ne_zero 2 hne) hne]
      linear_combination (-r) * div_mul_cancel₀ (ψ₁ r) hne
    rw [e]
    linear_combination (2 / r) * h.schrodinger r hr + (1 / r) * hb))
  linear_combination 2 * hs

/-- In three dimensions, an s-wave with `ψ'(0) = 0` has `ψ'''(0) = V'(0) ψ(0)`, with one-sided
derivatives at the nucleus. -/
theorem third_deriv_three_dim (h : SWave 3 R E V ψ ψ₁ ψ₂) (hR : 0 < R) (h0 : ψ₁ 0 = 0)
    (hV : HasDerivWithinAt V v (Icc 0 R) 0) (hk : HasDerivWithinAt ψ₂ k (Icc 0 R) 0) :
    k = v * ψ 0 := by
  have := third_deriv_at_nucleus h hR h0 hV hk
  push_cast at this
  linarith

/-- If the cut `t ↦ ψ(|t|)` of an s-wave along a line through the nucleus is three times
continuously differentiable at `0`, then the one-sided third derivative of `ψ` there is zero. -/
theorem third_deriv_eq_zero_of_smooth (h : SWave D R E V ψ ψ₁ ψ₂) (hR : 0 < R)
    (hk : HasDerivWithinAt ψ₂ k (Icc 0 R) 0) (hc : ContDiffAt ℝ 3 (fun t => ψ |t|) 0) :
    k = 0 := by
  have := neBot_radii hR
  obtain ⟨g, hg⟩ : ∃ g : ℝ → ℝ, ∀ t, g t = ψ |t| := ⟨_, fun _ => rfl⟩
  rw [← show g = fun t => ψ |t| from funext hg] at hc
  have c2 : ContDiffAt ℝ 2 (deriv g) 0 :=
    (hc.fderiv_right two_add_one_eq_three.le).clm_apply contDiffAt_const
  have c1 : ContDiffAt ℝ 1 (deriv (deriv g)) 0 :=
    (c2.fderiv_right one_add_one_eq_two.le).clm_apply contDiffAt_const
  have hF := c1.differentiableAt (by simp)
  -- for `t > 0` the second derivative of the cut is `ψ₂`
  have a : ∀ t ∈ Ioo 0 R, deriv g t = ψ₁ t := by
    intro t ht
    have e : g =ᶠ[𝓝 t] ψ := by
      filter_upwards [Ioi_mem_nhds ht.1] with s hs
      rw [hg, abs_of_pos hs]
    rw [e.deriv_eq]
    exact ((h.deriv_one t (Ioo_subset_Icc_self ht)).hasDerivAt (Icc_mem_nhds ht.1 ht.2)).deriv
  have b : ∀ t ∈ Ioo 0 R, deriv (deriv g) t = ψ₂ t := by
    intro t ht
    have e : deriv g =ᶠ[𝓝 t] ψ₁ := by
      filter_upwards [Ioo_mem_nhds ht.1 ht.2] with s hs using a s hs
    rw [e.deriv_eq]
    exact ((h.deriv_two t (Ioo_subset_Icc_self ht)).hasDerivAt (Icc_mem_nhds ht.1 ht.2)).deriv
  have b0 : deriv (deriv g) 0 = ψ₂ 0 :=
    tendsto_nhds_unique (hF.continuousAt.tendsto.mono_left nhdsWithin_le_nhds)
      ((hk.continuousWithinAt.tendsto.mono_left (nhdsWithin_mono _ Ioo_subset_Icc_self)).congr'
        (by filter_upwards [self_mem_nhdsWithin] with t ht using (b t ht).symm))
  have hL : deriv (deriv (deriv g)) 0 = k :=
    tendsto_nhds_unique (slope_tendsto (R := R) hF.hasDerivAt.hasDerivWithinAt)
      ((slope_tendsto hk).congr' (by
        filter_upwards [self_mem_nhdsWithin] with t ht
        rw [b t ht, b0]))
  -- the cut is even, hence its third derivative is odd
  have o1 : ∀ t, deriv g (-t) = -deriv g t := by
    intro t
    have e := deriv_comp_neg g t
    rw [show (fun x => g (-x)) = g from funext fun x => by rw [hg, hg, abs_neg]] at e
    linarith
  have o2 : ∀ t, deriv (deriv g) (-t) = deriv (deriv g) t := by
    intro t
    have e := deriv_comp_neg (deriv g) t
    rw [show (fun x => deriv g (-x)) = fun x => -deriv g x from funext o1] at e
    simpa using e.symm
  have e := deriv_comp_neg (deriv (deriv g)) 0
  rw [show (fun x => deriv (deriv g) (-x)) = deriv (deriv g) from funext o2, neg_zero] at e
  linarith

/-- Third-order kink: if an s-wave `ψ` has `ψ'(0) = 0` and a one-sided third derivative at the
nucleus, and both the slope of the potential and `ψ` are nonzero at the nucleus, the orbital
`x ↦ ψ(‖x‖)` in `D ≥ 1` dimensions is not three times continuously differentiable there. -/
theorem orbital_kink (h : SWave D R E V ψ ψ₁ ψ₂) (hD : 0 < D) (hR : 0 < R) (h0 : ψ₁ 0 = 0)
    (hV : HasDerivWithinAt V v (Icc 0 R) 0) (hk : HasDerivWithinAt ψ₂ k (Icc 0 R) 0)
    (hv : v ≠ 0) (hψ : ψ 0 ≠ 0) :
    ¬ ContDiffAt ℝ 3 (fun x : EuclideanSpace ℝ (Fin D) => ψ ‖x‖) 0 := by
  intro H
  obtain ⟨e, he⟩ : ∃ e : EuclideanSpace ℝ (Fin D), ‖e‖ = 1 :=
    ⟨EuclideanSpace.single ⟨0, hD⟩ 1, by simp⟩
  -- restrict the orbital to the line spanned by a unit vector
  have hl : ContDiffAt ℝ 3 (fun t : ℝ => t • e) 0 := contDiffAt_id.smul contDiffAt_const
  have hc := ContDiffAt.comp (0 : ℝ) (g := fun x : EuclideanSpace ℝ (Fin D) => ψ ‖x‖)
    (f := fun t : ℝ => t • e) (by simp only [zero_smul]; exact H) hl
  rw [show (fun x : EuclideanSpace ℝ (Fin D) => ψ ‖x‖) ∘ (fun t : ℝ => t • e) =
    fun t => ψ |t| from funext fun t => by simp [norm_smul, he]] at hc
  have hm := third_deriv_at_nucleus h hR h0 hV hk
  rw [third_deriv_eq_zero_of_smooth h hR hk hc, mul_zero] at hm
  exact mul_ne_zero four_ne_zero (mul_ne_zero hv hψ) hm.symm

/-- In three dimensions, `ψ = 1 + r³` is a zero-energy s-wave on `[0, 1]` for the finite potential
`V = 6 r / (1 + r³)`, with `ψ'(0) = 0` and `V'(0) = ψ'''(0) = 6`. -/
theorem sWave_witness :
    SWave 3 1 0 (fun r => 6 * r / (1 + r ^ 3)) (fun r => 1 + r ^ 3) (fun r => 3 * r ^ 2)
      (fun r => 6 * r) ∧ (3 * (0 : ℝ) ^ 2 = 0) ∧
    HasDerivWithinAt (fun r : ℝ => 6 * r / (1 + r ^ 3)) 6 (Icc 0 1) 0 ∧
    HasDerivWithinAt (fun r : ℝ => 6 * r) 6 (Icc 0 1) 0 := by
  have d1 : ∀ r : ℝ, HasDerivAt (fun r : ℝ => 1 + r ^ 3) (3 * r ^ 2) r := fun r =>
    ((hasDerivAt_pow 3 r).const_add 1).congr_deriv (by norm_num)
  have d2 : ∀ r : ℝ, HasDerivAt (fun r : ℝ => 3 * r ^ 2) (6 * r) r := fun r =>
    ((hasDerivAt_pow 2 r).const_mul 3).congr_deriv (by norm_num; ring)
  have d3 : HasDerivAt (fun r : ℝ => 6 * r) 6 0 :=
    ((hasDerivAt_id' (0 : ℝ)).const_mul 6).congr_deriv (by ring)
  refine ⟨⟨fun r _ => (d1 r).hasDerivWithinAt, fun r _ => (d2 r).hasDerivWithinAt, ?_⟩,
    by norm_num, ?_, d3.hasDerivWithinAt⟩
  · intro r hr
    have hr0 : 0 < r := hr.1
    have hne : 1 + r ^ 3 ≠ 0 := by positivity
    have e : (((3 : ℕ) : ℝ) - 1) / r * (3 * r ^ 2) = 6 * r := by
      rw [show (((3 : ℕ) : ℝ) - 1) / r * (3 * r ^ 2) = 6 * r * (r / r) by push_cast; ring,
        div_self hr0.ne', mul_one]
    simp only [e, div_mul_cancel₀ _ hne]
    ring
  · exact ((d3.div (d1 0) (by norm_num)).congr_deriv (by norm_num)).hasDerivWithinAt

end NuclearThirdOrderKink
```

```lean
#print axioms NuclearThirdOrderKink.third_deriv_three_dim
#print axioms NuclearThirdOrderKink.orbital_kink
```

```
'NuclearThirdOrderKink.third_deriv_three_dim' depends on axioms: [propext, Classical.choice, Quot.sound]
'NuclearThirdOrderKink.orbital_kink' depends on axioms: [propext, Classical.choice, Quot.sound]
```

## From limits to the kink in Lean

`neBot_radii` ensures that limits through positive radii are unique, and `slope_tendsto` turns a one-sided derivative into a limit of difference quotients. `quadratic_expansion` is the estimate of $\rho$: `hb` bounds the derivative of the remainder by $\tfrac12\varepsilon r$ on $[0,r]$, and the mean value inequality bounds the remainder by $\tfrac12\varepsilon r^2$.

`second_deriv_at_nucleus` computes the limits of both sides of the equation and equates them with `tendsto_nhds_unique`. `third_deriv_at_nucleus` does the same one order higher. There `hq` is the product rule for $2(V-E)\psi$, `s` collects the slope of the left side, and the last `linear_combination` inside the limit subtracts the leading order and divides by $r$. `third_deriv_three_dim` sets $D=3$.

In `third_deriv_eq_zero_of_smooth`, `a` and `b` identify the derivatives of the cut with `ψ₁` and `ψ₂` for positive $t$, and `hL` identifies its third derivative at $0$ with `k`. The parity steps `o1` and `o2` then force that derivative to vanish. `orbital_kink` composes the orbital with $t\mapsto te$ for a unit vector $e$ and reaches the contradiction. `sWave_witness` verifies the equation and the slopes for $\psi=1+r^3$.
